# In a p-orbital model, excitation through m = −1 from the j = 3/2 band gives electron spin polarisation −1/2

The light enters this model as a vector $v$ in the three-dimensional space of p orbitals, not as an electric field. A transition into an s-like conduction band picks out the component of the initial state along $v$ and leaves its spin unchanged. For circularly polarised light along $z$, $v$ is the orbital $m=-1$ or $m=+1$, depending on the helicity.

The alternative is to start from the field amplitude and the dipole matrix elements between s and p orbitals. That would tie each helicity to its orbital and add a common prefactor to the strengths, which cancels in the polarisation.

## A projector and the spin it transmits

Let $L_k$ be the spin-1 matrices with $\hbar=1$, $\sigma_k$ the Pauli matrices, and $X=\sum_k L_k\otimes\sigma_k$. Then

$$P=\frac{2+X}{3}$$

is a Hermitian projection of trace 4. With the total angular momentum $J_k=L_k+\sigma_k/2$ one has $J^2=2+\frac34+X$, so $X=1$ for $j=3/2$ and $X=-2$ for $j=1/2$. Hence $P$ projects onto the $j=3/2$ states, which in an unstrained zinc-blende semiconductor such as GaAs are the heavy and light holes at the zone centre. The excited electrons have the unnormalised spin matrix $\rho=\langle v|P|v\rangle$, and their polarisation along axis $k$ is $\mathrm{tr}(\rho\sigma_k)/\mathrm{tr}\,\rho$. For normalised $v$ this is half the mean orbital angular momentum $\ell_k=\langle v|L_k|v\rangle$, and along $z$ its size is at most $1/2$. The orbital $m=-1$ gives $\rho=\mathrm{diag}(1/3,1)$ in the order up, down: strengths 3:1 in favour of spin down, and polarisation $-1/2$.

## Degenerate eigenvectors in an optical spin-injection code

A diagonaliser returns an arbitrary orthonormal basis of the fourfold degenerate band. The two conduction states are degenerate as well, and must first be brought to spin up and spin down along $z$. Summing the transition strengths into each of them over the basis of the fourfold band then gives, up to the common prefactor, the diagonal entries of $\langle v|P|v\rangle$, whichever basis was returned. For the orbital $m=-1$ the strengths into spin up and spin down can thus be compared with $1/3$ and $1$. This checks optical spin orientation in the zone-centre, independent-electron limit.

## From commutators to the polarisation

**The square of $X$.** Suppose $[L_x,L_y]=iL_z$ and cyclically, and $\sum_k L_k^2=c$. In $X^2=\sum_{jk}L_jL_k\otimes\sigma_j\sigma_k$ the terms $j=k$ add up to $c$. The $x,y$ pair gives

$$L_xL_y\otimes i\sigma_z-L_yL_x\otimes i\sigma_z=iL_z\otimes i\sigma_z=-L_z\otimes\sigma_z .$$

With the other two pairs, $X^2=c-X$.

**The spin-1 matrices.** In the basis $m=1,0,-1$, multiplication gives

$$L_xL_y=\frac12\begin{pmatrix}i&0&-i\\0&0&0\\i&0&-i\end{pmatrix},\qquad L_yL_x=\frac12\begin{pmatrix}-i&0&-i\\0&0&0\\i&0&i\end{pmatrix},$$

whose difference is $iL_z$. Since $L_z$ is diagonal, $[L_z,A]_{mm'}=(m-m')A_{mm'}$, which gives $[L_z,L_x]=iL_y$ and $[L_y,L_z]=iL_x$. In $L_x^2+L_y^2$ the off-diagonal entries cancel and $\mathrm{diag}(1,2,1)$ remains. Adding $L_z^2=\mathrm{diag}(1,0,1)$ gives $c=2$.

**The projection.** Therefore

$$P^2=\frac{4+4X+(2-X)}{9}=\frac{6+3X}{9}=P .$$

$P$ is Hermitian because all the factors are. Since $\mathrm{tr}\,\sigma_k=0$, $\mathrm{tr}\,X=0$ and $\mathrm{tr}\,P=2\cdot6/3=4$.

**The spin matrix.** Taking the matrix element between $\langle v|$ and $|v\rangle$ in the orbital space,

$$\rho=\frac{2\langle v|v\rangle+\sum_k\ell_k\sigma_k}{3}.$$

For normalised $v$, $\mathrm{tr}\,\rho=4/3$, and $\mathrm{tr}(\sigma_j\sigma_k)=2\delta_{jk}$ gives $\mathrm{tr}(\rho\sigma_k)=2\ell_k/3$. The ratio is $\ell_k/2$.

**The bound and the extreme case.** Number the components $v_0,v_1,v_2$ for $m=1,0,-1$. Then $\ell_z=|v_0|^2-|v_2|^2$ lies between $-1$ and $1$, so the polarisation along $z$ lies between $-1/2$ and $1/2$. For $m=-1$, $\rho=(2-\sigma_z)/3=\mathrm{diag}(1/3,1)$. The complementary split-off band $1-P$ gives $\mathrm{diag}(2/3,0)$ and polarisation $+1$.

## The Lean file

```lean
import Mathlib

open Matrix Complex
open scoped Kronecker

namespace OpticalOrientation

noncomputable section

/-- The three Pauli matrices, in the order x, y, z. -/
def pauli : Fin 3 → Matrix (Fin 2) (Fin 2) ℂ :=
  ![!![0, 1; 1, 0], !![0, -I; I, 0], !![1, 0; 0, -1]]

/-- The number 1/√2, as a complex number. -/
def invSqrtTwo : ℂ := ((√2)⁻¹ : ℝ)

/-- The spin-1 matrices in the order x, y, z, in the basis m = 1, 0, -1. -/
def spinOne : Fin 3 → Matrix (Fin 3) (Fin 3) ℂ :=
  ![!![0, invSqrtTwo, 0; invSqrtTwo, 0, invSqrtTwo; 0, invSqrtTwo, 0],
    !![0, -I * invSqrtTwo, 0; I * invSqrtTwo, 0, -I * invSqrtTwo; 0, I * invSqrtTwo, 0],
    !![1, 0, 0; 0, 0, 0; 0, 0, -1]]

/-- The spin-orbit operator L·σ on orbital times spin space. -/
def spinOrbit {n : Type*} (L : Fin 3 → Matrix n n ℂ) : Matrix (n × Fin 2) (n × Fin 2) ℂ :=
  ∑ k, L k ⊗ₖ pauli k

/-- The operator P = (2 + L·σ)/3 on p orbitals times spin. -/
def topBand : Matrix (Fin 3 × Fin 2) (Fin 3 × Fin 2) ℂ :=
  (1 / 3 : ℂ) • ((2 : ℂ) • 1 + spinOrbit spinOne)

/-- The unnormalised spin matrix ⟨v|P|v⟩ of electrons excited from the band P by light
that selects the orbital state v. -/
def excitedSpin (P : Matrix (Fin 3 × Fin 2) (Fin 3 × Fin 2) ℂ) (v : Fin 3 → ℂ) :
    Matrix (Fin 2) (Fin 2) ℂ :=
  Matrix.of fun s t => ∑ m, ∑ m', star (v m) * P (m, s) (m', t) * v m'

/-- The number ⟨v|L_k|v⟩; for normalised v it is the mean orbital angular momentum along axis k. -/
def orbitalMean (v : Fin 3 → ℂ) (k : Fin 3) : ℂ := star v ⬝ᵥ (spinOne k *ᵥ v)

/-- The spin polarisation along axis k of a spin matrix with nonzero trace. -/
def spinPol (ρ : Matrix (Fin 2) (Fin 2) ℂ) (k : Fin 3) : ℂ :=
  (ρ * pauli k).trace / ρ.trace

lemma invSqrtTwo_mul_self : invSqrtTwo * invSqrtTwo = 1 / 2 := by
  have h : (√2)⁻¹ * (√2)⁻¹ = (1 / 2 : ℝ) := by
    rw [← mul_inv, Real.mul_self_sqrt (by norm_num)]
    norm_num
  unfold invSqrtTwo
  rw [← Complex.ofReal_mul, h]
  norm_num

/-- The spin-1 matrices obey the angular momentum commutation relations, and L² = 2. -/
theorem spinOne_witness :
    spinOne 0 * spinOne 1 - spinOne 1 * spinOne 0 = I • spinOne 2 ∧
    spinOne 1 * spinOne 2 - spinOne 2 * spinOne 1 = I • spinOne 0 ∧
    spinOne 2 * spinOne 0 - spinOne 0 * spinOne 2 = I • spinOne 1 ∧
    ∑ k, spinOne k * spinOne k = (2 : ℂ) • 1 := by
  have hr := invSqrtTwo_mul_self
  have hI := Complex.I_mul_I
  refine ⟨?_, ?_, ?_, ?_⟩ <;> ext i j <;> fin_cases i <;> fin_cases j <;>
    simp [spinOne, Fin.sum_univ_three] <;> grind

lemma pauli_mul :
    (pauli 0 * pauli 0 = 1 ∧ pauli 1 * pauli 1 = 1 ∧ pauli 2 * pauli 2 = 1) ∧
    (pauli 0 * pauli 1 = I • pauli 2 ∧ pauli 1 * pauli 0 = -(I • pauli 2)) ∧
    (pauli 1 * pauli 2 = I • pauli 0 ∧ pauli 2 * pauli 1 = -(I • pauli 0)) ∧
    (pauli 2 * pauli 0 = I • pauli 1 ∧ pauli 0 * pauli 2 = -(I • pauli 1)) := by
  refine ⟨⟨?_, ?_, ?_⟩, ⟨?_, ?_⟩, ⟨?_, ?_⟩, ⟨?_, ?_⟩⟩ <;> ext i j <;>
    fin_cases i <;> fin_cases j <;> simp [pauli, Matrix.mul_apply, Fin.sum_univ_two]

lemma kronecker_pair {n : Type*} [Fintype n] (A B C : Matrix n n ℂ)
    (s : Matrix (Fin 2) (Fin 2) ℂ) (h : A * B - B * A = I • C) :
    (A * B) ⊗ₖ (I • s) + (B * A) ⊗ₖ (-(I • s)) = -(C ⊗ₖ s) := by
  ext ⟨i, a⟩ ⟨j, b⟩
  have e := congrArg (fun M : Matrix n n ℂ => M i j) h
  simp only [Matrix.sub_apply, Matrix.smul_apply, smul_eq_mul] at e
  simp only [Matrix.add_apply, Matrix.neg_apply, Matrix.smul_apply,
    Matrix.kroneckerMap_apply, smul_eq_mul]
  linear_combination (I * s a b) * e + (C i j * s a b) * Complex.I_sq

/-- For any angular momentum matrices with L² = c, the spin-orbit operator satisfies
(L·σ)² = c - L·σ. -/
theorem spinOrbit_sq {n : Type*} [Fintype n] [DecidableEq n] (L : Fin 3 → Matrix n n ℂ)
    (c : ℂ) (hxy : L 0 * L 1 - L 1 * L 0 = I • L 2) (hyz : L 1 * L 2 - L 2 * L 1 = I • L 0)
    (hzx : L 2 * L 0 - L 0 * L 2 = I • L 1) (hc : ∑ k, L k * L k = c • 1) :
    spinOrbit L * spinOrbit L = c • 1 - spinOrbit L := by
  obtain ⟨⟨p00, p11, p22⟩, ⟨p01, p10⟩, ⟨p12, p21⟩, ⟨p20, p02⟩⟩ := pauli_mul
  -- the diagonal products add up to L²
  have hsq : (L 0 * L 0) ⊗ₖ (1 : Matrix (Fin 2) (Fin 2) ℂ) + (L 1 * L 1) ⊗ₖ 1
      + (L 2 * L 2) ⊗ₖ 1 = c • 1 := by
    rw [Fin.sum_univ_three] at hc
    rw [← Matrix.add_kronecker, ← Matrix.add_kronecker, hc, Matrix.smul_kronecker,
      Matrix.one_kronecker_one]
  -- the mixed products combine into commutators
  have h2 := kronecker_pair _ _ _ (pauli 2) hxy
  have h0 := kronecker_pair _ _ _ (pauli 0) hyz
  have h1 := kronecker_pair _ _ _ (pauli 1) hzx
  simp only [spinOrbit, Fin.sum_univ_three, add_mul, mul_add, ← Matrix.mul_kronecker_mul,
    p00, p11, p22, p01, p10, p12, p21, p20, p02]
  linear_combination (norm := module) hsq + h0 + h1 + h2

/-- P is a Hermitian projection of trace 4. -/
theorem topBand_projection :
    topBand.IsHermitian ∧ topBand * topBand = topBand ∧ topBand.trace = 4 := by
  refine ⟨?_, ?_, ?_⟩
  · have hr : (starRingEnd ℂ) invSqrtTwo = invSqrtTwo := Complex.conj_ofReal _
    have hL : ∀ k, (spinOne k)ᴴ = spinOne k := by
      intro k
      fin_cases k <;> ext i j <;> fin_cases i <;> fin_cases j <;> simp [spinOne, hr]
    have hs : ∀ k, (pauli k)ᴴ = pauli k := by
      intro k
      fin_cases k <;> ext i j <;> fin_cases i <;> fin_cases j <;> simp [pauli]
    simp [Matrix.IsHermitian, topBand, spinOrbit, Matrix.conjTranspose_sum,
      Matrix.conjTranspose_kronecker, hL, hs]
  · obtain ⟨hxy, hyz, hzx, hc⟩ := spinOne_witness
    have hX := spinOrbit_sq spinOne 2 hxy hyz hzx hc
    simp only [topBand, smul_mul_assoc, mul_smul_comm, add_mul, mul_add, one_mul, mul_one, hX]
    module
  · have h0 : (spinOrbit spinOne).trace = 0 := by
      simp [spinOrbit, Fin.sum_univ_three, Matrix.trace_add, Matrix.trace_kronecker, pauli,
        Matrix.trace_fin_two]
    rw [topBand, Matrix.trace_smul, Matrix.trace_add, Matrix.trace_smul, h0, Matrix.trace_one]
    norm_num [Fintype.card_prod]

/-- For every selected orbital state v, the spin matrix of electrons excited from the band P is
(2⟨v|v⟩ + ∑ ⟨v|L_k|v⟩ σ_k)/3. -/
theorem excitedSpin_topBand (v : Fin 3 → ℂ) :
    excitedSpin topBand v =
      (1 / 3 : ℂ) • ((2 * (star v ⬝ᵥ v)) • 1 + ∑ k, orbitalMean v k • pauli k) := by
  ext s t
  fin_cases s <;> fin_cases t <;>
    simp [excitedSpin, topBand, spinOrbit, orbitalMean, dotProduct, Matrix.mulVec,
      Fin.sum_univ_three, Matrix.one_apply, pauli] <;> ring

/-- For a normalised orbital state, the spin polarisation along each axis is half the mean
orbital angular momentum along that axis. -/
theorem spinPol_eq_half_orbitalMean (v : Fin 3 → ℂ) (hv : star v ⬝ᵥ v = 1) (k : Fin 3) :
    spinPol (excitedSpin topBand v) k = orbitalMean v k / 2 := by
  have hI := Complex.I_mul_I
  rw [excitedSpin_topBand, hv]
  fin_cases k <;>
    simp [spinPol, pauli, Matrix.trace_fin_two, Matrix.mul_apply, Fin.sum_univ_two,
      Fin.sum_univ_three] <;> grind

/-- For a normalised orbital state, the spin polarisation along z is at most 1/2 in size. -/
theorem norm_spinPol_le_half (v : Fin 3 → ℂ) (hv : star v ⬝ᵥ v = 1) :
    ‖spinPol (excitedSpin topBand v) 2‖ ≤ 1 / 2 := by
  have hz : orbitalMean v 2 = ((normSq (v 0) - normSq (v 2) : ℝ) : ℂ) := by
    simp [orbitalMean, dotProduct, Matrix.mulVec, spinOne, Fin.sum_univ_three,
      Complex.normSq_eq_conj_mul_self, sub_eq_add_neg]
  have hn : normSq (v 0) + normSq (v 1) + normSq (v 2) = 1 := by
    apply Complex.ofReal_injective
    rw [Complex.ofReal_one, ← hv]
    simp [dotProduct, Fin.sum_univ_three, Complex.normSq_eq_conj_mul_self]
  have hb : |normSq (v 0) - normSq (v 2)| ≤ 1 := by
    have h0 := normSq_nonneg (v 0)
    have h1 := normSq_nonneg (v 1)
    have h2 := normSq_nonneg (v 2)
    exact abs_le.2 ⟨by linarith, by linarith⟩
  have h2 : ‖(2 : ℂ)‖ = 2 := by norm_num
  rw [spinPol_eq_half_orbitalMean v hv, hz, norm_div, Complex.norm_real, Real.norm_eq_abs, h2]
  linarith

/-- Excitation from the band P through the orbital m = -1 gives the spin block diag(1/3, 1),
strengths in the ratio 3:1 for spin down to spin up, and spin polarisation -1/2 along z. -/
theorem circular_excitation :
    excitedSpin topBand ![0, 0, 1] = !![1 / 3, 0; 0, 1] ∧
    excitedSpin topBand ![0, 0, 1] 1 1 = 3 * excitedSpin topBand ![0, 0, 1] 0 0 ∧
    spinPol (excitedSpin topBand ![0, 0, 1]) 2 = -1 / 2 := by
  have h : excitedSpin topBand ![0, 0, 1] = !![1 / 3, 0; 0, 1] := by
    ext s t
    fin_cases s <;> fin_cases t <;>
      simp [excitedSpin, topBand, spinOrbit, spinOne, Fin.sum_univ_three, Matrix.one_apply,
        pauli] <;> norm_num
  refine ⟨h, ?_, ?_⟩
  · rw [h]
    simp
  · rw [h]
    simp [spinPol, pauli, Matrix.trace_fin_two]
    norm_num

/-- Excitation from the complementary band 1 - P through the orbital m = -1 gives the spin
block diag(2/3, 0) and spin polarisation +1 along z. -/
theorem split_off_excitation :
    excitedSpin (1 - topBand) ![0, 0, 1] = !![2 / 3, 0; 0, 0] ∧
    spinPol (excitedSpin (1 - topBand) ![0, 0, 1]) 2 = 1 := by
  have h : excitedSpin (1 - topBand) ![0, 0, 1] = !![2 / 3, 0; 0, 0] := by
    ext s t
    fin_cases s <;> fin_cases t <;>
      simp [excitedSpin, topBand, spinOrbit, spinOne, Fin.sum_univ_three, Matrix.one_apply,
        pauli] <;> norm_num
  refine ⟨h, ?_⟩
  rw [h]
  simp [spinPol, pauli, Matrix.trace_fin_two]

end

end OpticalOrientation
```

```lean
#print axioms OpticalOrientation.topBand_projection
-- 'OpticalOrientation.topBand_projection' depends on axioms: [propext, Classical.choice, Quot.sound]
#print axioms OpticalOrientation.excitedSpin_topBand
-- 'OpticalOrientation.excitedSpin_topBand' depends on axioms: [propext, Classical.choice, Quot.sound]
#print axioms OpticalOrientation.circular_excitation
-- 'OpticalOrientation.circular_excitation' depends on axioms: [propext, Classical.choice, Quot.sound]
#print axioms OpticalOrientation.split_off_excitation
-- 'OpticalOrientation.split_off_excitation' depends on axioms: [propext, Classical.choice, Quot.sound]
```

## How the code follows the derivation

`spinOrbit L` is $X$, `topBand` is $P$, and `excitedSpin P v` is $\langle v|P|v\rangle$. Axes 0, 1, 2 are $x,y,z$, and `![0, 0, 1]` is the orbital $m=-1$. The hypothesis `star v ⬝ᵥ v = 1` is normalisation.

`kronecker_pair` is the step for one mixed pair. `spinOrbit_sq` expands the square with the Pauli products from `pauli_mul`, and its `linear_combination` adds the diagonal part to the three pairs. `spinOne_witness` checks the spin-1 relations entry by entry, and `topBand_projection` inserts $c=2$.

`excitedSpin_topBand` proves the formula for $\rho$ entrywise, and `spinPol_eq_half_orbitalMean` takes its traces. In `norm_spinPol_le_half`, `hz` is the expression for $\ell_z$, `hn` is normalisation and `hb` is the resulting bound. `circular_excitation` and `split_off_excitation` compute their spin blocks directly from the matrices.

## Scope, and a sign error that the trace misses

The theorems cover every orbital vector $v$ for the $j=3/2$ band, normalised in the formula $\ell_k/2$ for the polarisation and in the bound, which is stated for $z$ only. The split-off result is for $m=-1$ alone. Spin-conserving transitions and equal weights for all states of a band are built into the definition of `excitedSpin`. Band dispersion, excitonic effects and spin relaxation are absent, so the numbers describe electrons at the moment of excitation.

The commutation relations matter for `spinOrbit_sq`. Replace every $L_k$ by $-L_k$: $L^2=2$ still holds, but the new matrices obey the commutation relations with $-i$ in place of $i$. The operator $P'=(2-X)/3$ is still Hermitian with trace 4, yet

$$P'^2=\frac{6-5X}{9}\neq\frac{6-3X}{9}=P' .$$

Its block at $m=-1$ is $\mathrm{diag}(1,1/3)$, which reverses the polarisation. In a code that builds $P$ from the formula $(2+X)/3$, testing $P^2=P$ catches this error, while the trace does not. A $P$ summed from orthonormal eigenvectors passes that test automatically.
